# A residual bound on the net force \(\langle v,-i[P,H]v\rangle\) for Hermitian matrices, attained by a two-level state

## States, operators and the force

States are vectors \(u\) with complex components \(u_i\), where \(i\) runs over a finite index set `n`. Operators are complex square matrices over the same index set, and `A *ᵥ u` is the matrix–vector product \(Au\).

```lean
import Mathlib

open Matrix ComplexConjugate

namespace SpuriousNetForce

noncomputable section

variable {n : Type*} [Fintype n] [DecidableEq n]
```

The bracket is antilinear in its first slot, as in Dirac notation, and the norm is the Euclidean one:
\[
\langle u,w\rangle=\sum_i \overline{u_i}\,w_i,\qquad \|u\|=\Big(\sum_i |u_i|^2\Big)^{1/2}.
\]
The norm has its own definition, `vnorm`, because the norm that Mathlib puts on `n → ℂ` by default is the largest modulus of a component. In the Lean definitions, statements and proofs below, the symbol `‖·‖` is applied only to complex numbers, where it is the modulus; in the docstrings, `‖u‖` for a vector `u` means `vnorm u`.

```lean
/-- The bracket `⟨u, w⟩ = ∑ conj(uᵢ) wᵢ` of two state vectors. -/
def braket (u w : n → ℂ) : ℂ := star u ⬝ᵥ w

/-- The Euclidean norm `‖u‖ = √(∑ |uᵢ|²)` of a state vector. -/
def vnorm (u : n → ℂ) : ℝ := Real.sqrt (∑ i, ‖u i‖ ^ 2)
```

For a matrix \(A\) and a real number \(s\), the notation \(A-s\) stands for \(A-s\,\mathbb 1\), with \(\mathbb 1\) the identity matrix.

```lean
/-- The operator `A - s`, shifted by a real multiple of the identity. -/
def shift (A : Matrix n n ℂ) (s : ℝ) : Matrix n n ℂ := A - (s : ℂ) • (1 : Matrix n n ℂ)
```

Let \(H\) be the Hamiltonian and \(v\) a trial state. The Rayleigh quotient is defined as \(r=\operatorname{Re}\langle v,Hv\rangle\). There is no division by \(\langle v,v\rangle\), so for a nonzero \(v\) the number \(r\) is \(\|v\|^2\) times the mean energy. It equals the mean energy when \(\|v\|=1\), and the theorems about \(r\) carry that hypothesis. Taking the real part makes \(r\) a real number by construction. For Hermitian \(H\) it discards nothing, as shown further down.

```lean
/-- The Rayleigh quotient `r = Re ⟨v, H v⟩` of a normalised state `v`. -/
def rayleigh (H : Matrix n n ℂ) (v : n → ℂ) : ℝ := (braket v (H *ᵥ v)).re
```

Let \(P\) be a second matrix, standing for one Cartesian component of the total electronic momentum. With \([P,H]=PH-HP\) the net force is
\[
F=\langle v,-i[P,H]\,v\rangle .
\]
In units with \(\hbar=1\) and for a unit vector \(v\), this is the rate of change \(d\langle P\rangle/dt\) under evolution with \(H\). The Lean definition returns a complex number, and its first matrix argument is \(H\), the second \(P\).

```lean
/-- The net force `⟨v, -i [P, H] v⟩` in the state `v`. -/
def netForce (H P : Matrix n n ℂ) (v : n → ℂ) : ℂ :=
  braket v (((-Complex.I) • (P * H - H * P)) *ᵥ v)
```

The name comes from the continuum problem. For electrons in the potential \(V\) of clamped nuclei, \(-i[P,H]\) is minus the sum over electrons of the derivative of \(V\) along the chosen axis, which is the force of the nuclei on the electrons. Since \(V\) depends only on differences of electronic and nuclear positions, the Hellmann–Feynman forces of the electrons on the nuclei add up to \(-F\). The force sum rule requires this to vanish in a stationary state, and a nonzero \(F\) in an approximation to such a state appears as a spurious net force \(-F\) on the nuclei taken together. This reading is background and is not part of what Lean checks. In the theorems \(H\) and \(P\) are arbitrary Hermitian matrices, Hermiticity being the condition that both are observables, and no relation between them is assumed.

## Four properties of the bracket

For Hermitian \(A\), with \(\overline{A_{ij}}=A_{ji}\),
\[
\langle Au,w\rangle=\sum_{i,j}\overline{A_{ij}}\,\overline{u_j}\,w_i=\sum_{j}\overline{u_j}\sum_i A_{ji}w_i=\langle u,Aw\rangle .
\]
The three rewrites in the proof follow this line: the conjugate of \(Au\) is the row vector \(u^\dagger A^\dagger\), `hA.eq` replaces \(A^\dagger\) by \(A\), and the double sum is regrouped.

```lean
omit [DecidableEq n] in
/-- A Hermitian matrix moves across the bracket: `⟨A u, w⟩ = ⟨u, A w⟩`. -/
theorem braket_herm {A : Matrix n n ℂ} (hA : A.IsHermitian) (u w : n → ℂ) :
    braket (A *ᵥ u) w = braket u (A *ᵥ w) := by
  unfold braket
  rw [Matrix.star_mulVec, hA.eq, Matrix.dotProduct_mulVec]
```

Conjugating each term of the sum gives \(\langle w,u\rangle=\overline{\langle u,w\rangle}\).

```lean
omit [DecidableEq n] in
/-- Exchanging bra and ket conjugates the bracket. -/
theorem braket_conj (u w : n → ℂ) : braket w u = conj (braket u w) := by
  simp [braket, dotProduct, map_sum, mul_comm]
```

Since \(\overline{u_i}u_i=|u_i|^2\) term by term, \(\langle u,u\rangle=\|u\|^2\). The square undoes the root in `vnorm` because the sum under it is nonnegative.

```lean
omit [DecidableEq n] in
/-- The bracket of a vector with itself is its squared norm. -/
theorem braket_self (u : n → ℂ) : braket u u = ((vnorm u ^ 2 : ℝ) : ℂ) := by
  unfold vnorm braket dotProduct
  rw [Real.sq_sqrt (Finset.sum_nonneg fun i _ => sq_nonneg _)]
  push_cast
  exact Finset.sum_congr rfl fun i _ => Complex.conj_mul' (u i)
```

The Cauchy–Schwarz inequality is reduced to its real form by the triangle inequality:
\[
|\langle u,w\rangle|\le\sum_i|\overline{u_i}w_i|=\sum_i|u_i||w_i|\le\|u\|\,\|w\| .
\]
The three lines of the `calc` block are these three relations. The last one is the square root of \(\big(\sum_i|u_i||w_i|\big)^2\le\sum_i|u_i|^2\sum_i|w_i|^2\), which is `Finset.sum_mul_sq_le_sq_mul_sq`.

```lean
omit [DecidableEq n] in
/-- Cauchy-Schwarz inequality: `|⟨u, w⟩| ≤ ‖u‖ ‖w‖`. -/
theorem norm_braket_le (u w : n → ℂ) : ‖braket u w‖ ≤ vnorm u * vnorm w := by
  calc ‖braket u w‖ ≤ ∑ i, ‖star u i * w i‖ := norm_sum_le _ _
    _ = ∑ i, ‖u i‖ * ‖w i‖ := by simp
    _ ≤ vnorm u * vnorm w := by
      unfold vnorm
      rw [← Real.sqrt_mul (Finset.sum_nonneg fun i _ => sq_nonneg _)]
      exact (le_abs_self _).trans
        (Real.abs_le_sqrt (Finset.sum_mul_sq_le_sq_mul_sq _ _ _))
```

## The force as an imaginary part

Put \(z=\langle Pv,Hv\rangle\). Moving \(P\) across the bracket gives \(\langle v,PHv\rangle=z\). Moving \(H\) across gives \(\langle v,HPv\rangle=\langle Hv,Pv\rangle=\bar z\). By linearity of the bracket in its second slot,
\[
F=-i\,(z-\bar z)=-i\,(2i\operatorname{Im}z)=2\operatorname{Im}\langle Pv,Hv\rangle .
\]
The theorem states that the complex number `netForce H P v` equals the real number \(2\operatorname{Im}z\), so \(F\) is real for every vector \(v\), normalised or not. In the proof `h1` and `h2` are the two moves and `h3` is the linearity. The final identity is checked separately on real and imaginary parts.

```lean
omit [DecidableEq n] in
/-- For Hermitian `H` and `P` the net force is the real number `2 Im ⟨P v, H v⟩`. -/
theorem netForce_eq_im {H P : Matrix n n ℂ} (hH : H.IsHermitian) (hP : P.IsHermitian)
    (v : n → ℂ) :
    netForce H P v = ((2 * (braket (P *ᵥ v) (H *ᵥ v)).im : ℝ) : ℂ) := by
  have h1 : braket v ((P * H) *ᵥ v) = braket (P *ᵥ v) (H *ᵥ v) := by
    rw [braket_herm hP, Matrix.mulVec_mulVec]
  have h2 : braket v ((H * P) *ᵥ v) = conj (braket (P *ᵥ v) (H *ᵥ v)) := by
    rw [← braket_conj, braket_herm hH, Matrix.mulVec_mulVec]
  have h3 : netForce H P v
      = -Complex.I * (braket v ((P * H) *ᵥ v) - braket v ((H * P) *ᵥ v)) := by
    simp only [netForce, braket, Matrix.smul_mulVec, Matrix.sub_mulVec, dotProduct_smul,
      dotProduct_sub, smul_eq_mul]
  -- `-i (z - conj z) = 2 Im z`
  rw [h3, h1, h2]
  apply Complex.ext <;> simp
  ring
```

## Real shifts and the general bound

Cauchy–Schwarz applied directly to \(z\) would give \(|F|\le 2\|Pv\|\|Hv\|\), whose right-hand side depends on the zero of energy. The commutator does not. For real \(a\) and \(b\),
\[
(P-a)(H-b)-(H-b)(P-a)=(PH-bP-aH+ab)-(HP-aH-bP+ab)=[P,H],
\]
and \((A-s)^\dagger=A^\dagger-\bar s=A-s\) for Hermitian \(A\) and real \(s\). The formula of the previous step therefore applies to the shifted pair, and
\[
|F|=2\,\big|\operatorname{Im}\langle (P-a)v,(H-b)v\rangle\big|\le 2\,\big|\langle (P-a)v,(H-b)v\rangle\big|\le 2\,\|(P-a)v\|\,\|(H-b)v\| .
\]
In the theorem the vector `v` has no hypothesis at all, and both sides scale with \(\|v\|^2\). The step `hs` is the Hermiticity of a shifted matrix. In `hc` the products are expanded and `module` cancels the terms as in the display, and `hF` transfers this to the force. After the rewrite, `h1` bounds the imaginary part by the modulus, `h2` is Cauchy–Schwarz, and `linarith` chains the two.

```lean
/-- For Hermitian `H`, `P`, any vector `v` and any real shifts `a`, `b`, the net force obeys
`|⟨v, -i[P,H] v⟩| ≤ 2 ‖(P - a) v‖ ‖(H - b) v‖`. -/
theorem netForce_le_shift {H P : Matrix n n ℂ} (hH : H.IsHermitian) (hP : P.IsHermitian)
    (v : n → ℂ) (a b : ℝ) :
    ‖netForce H P v‖ ≤ 2 * vnorm (shift P a *ᵥ v) * vnorm (shift H b *ᵥ v) := by
  have hs : ∀ (A : Matrix n n ℂ) (s : ℝ), A.IsHermitian → (shift A s).IsHermitian := by
    intro A s hA
    simp [shift, Matrix.IsHermitian, Matrix.conjTranspose_sub, Matrix.conjTranspose_smul, hA.eq]
  -- shifts drop out of the commutator
  have hc : shift P a * shift H b - shift H b * shift P a = P * H - H * P := by
    simp only [shift, sub_mul, mul_sub, smul_mul_assoc, mul_smul_comm, one_mul, mul_one]
    module
  have hF : netForce H P v = netForce (shift H b) (shift P a) v := by
    unfold netForce
    rw [hc]
  rw [hF, netForce_eq_im (hs H b hH) (hs P a hP), Complex.norm_real, Real.norm_eq_abs, abs_mul,
    abs_two]
  have h1 := Complex.abs_im_le_norm (braket (shift P a *ᵥ v) (shift H b *ᵥ v))
  have h2 := norm_braket_le (shift P a *ᵥ v) (shift H b *ᵥ v)
  linarith
```

## The shift with the smallest residual

Now let \(\|v\|=1\). The number \(\langle v,Hv\rangle\) equals \(\langle Hv,v\rangle\) by Hermiticity, and \(\langle Hv,v\rangle\) is also its complex conjugate, so it is real and equal to \(r\). For any real \(t\),
\[
\|(H-t)v\|^2=\langle Hv-tv,\,Hv-tv\rangle=\langle Hv,Hv\rangle-2tr+t^2 .
\]
Subtracting the case \(t=r\) from the case \(t=s\), for a real \(s\), removes \(\langle Hv,Hv\rangle\) and leaves \(s^2-2sr+r^2\):
\[
\|(H-s)v\|^2=\|(H-r)v\|^2+(r-s)^2 .
\]
The case \(t=r\) also reads \(\|(H-r)v\|^2=\langle Hv,Hv\rangle-r^2\), so the residual norm is the energy standard deviation of the state. In the proof `hvv` turns the normalisation into \(\langle v,v\rangle=1\), while `hr` and `hr'` give the value \(r\) for the two cross terms. The expansion `key` is carried out in \(\mathbb C\), and `linear_combination h1 - h2` is the subtraction. Injectivity of the embedding of \(\mathbb R\) in \(\mathbb C\) brings the identity back to real numbers.

```lean
/-- For Hermitian `H` and a unit vector `v` with Rayleigh quotient `r`, every real `s` gives
`‖(H - s) v‖² = ‖(H - r) v‖² + (r - s)²`. -/
theorem residual_sq {H : Matrix n n ℂ} (hH : H.IsHermitian) {v : n → ℂ} (hv : vnorm v = 1)
    (s : ℝ) :
    vnorm (shift H s *ᵥ v) ^ 2
      = vnorm (shift H (rayleigh H v) *ᵥ v) ^ 2 + (rayleigh H v - s) ^ 2 := by
  have hvv : braket v v = 1 := by
    rw [braket_self, hv]
    simp
  -- the expectation value of `H` is real
  have hr : braket v (H *ᵥ v) = (rayleigh H v : ℂ) := by
    have h := braket_conj v (H *ᵥ v)
    rw [braket_herm hH] at h
    exact (Complex.conj_eq_iff_re.mp h.symm).symm
  have hr' : braket (H *ᵥ v) v = (rayleigh H v : ℂ) := by rw [braket_herm hH, hr]
  have key : ∀ t : ℝ, braket (shift H t *ᵥ v) (shift H t *ᵥ v)
      = braket (H *ᵥ v) (H *ᵥ v) - 2 * (t : ℂ) * (rayleigh H v : ℂ) + (t : ℂ) ^ 2 := by
    intro t
    have e : shift H t *ᵥ v = H *ᵥ v - (t : ℂ) • v := by
      simp [shift, Matrix.sub_mulVec, Matrix.smul_mulVec]
    rw [e]
    simp only [braket] at hvv hr hr' ⊢
    simp only [star_sub, star_smul, sub_dotProduct, dotProduct_sub, smul_dotProduct,
      dotProduct_smul, smul_eq_mul, hvv, hr, hr', Complex.star_def, Complex.conj_ofReal]
    ring
  have h1 := key s
  have h2 := key (rayleigh H v)
  rw [braket_self (shift H s *ᵥ v)] at h1
  rw [braket_self (shift H (rayleigh H v) *ᵥ v)] at h2
  apply Complex.ofReal_injective
  push_cast at h1 h2 ⊢
  linear_combination h1 - h2
```

## The bound in terms of the residual

Setting \(a=0\) and \(b=r\) in the general bound gives
\[
|F|\le 2\,\|Pv\|\,\|(H-r)v\| ,
\]
and dropping the nonnegative term \((r-s)^2\) in the identity above gives \(\|(H-r)v\|\le\|(H-s)v\|\) for all real \(s\). The theorem `netForce_le_residual` states both for Hermitian \(H\), \(P\) and a unit vector \(v\). The first part does not use `hv`. Normalisation enters in the second part, which says that \(b=r\) is the best real choice of the energy shift, so that no other value of \(b\) lowers the right-hand side. The passage from squared norms to norms uses \(\|(H-s)v\|\ge0\), which is `h0` in the second branch. The theorem leaves \(P\) unshifted. The general bound with \(a=\operatorname{Re}\langle v,Pv\rangle\) is at least as tight, by `residual_sq` applied to \(P\).

```lean
/-- For Hermitian `H`, `P` and a unit vector `v` with Rayleigh quotient `r`, the net force obeys
`|⟨v, -i[P,H] v⟩| ≤ 2 ‖P v‖ ‖(H - r) v‖`, and `r` minimises `‖(H - s) v‖` over real `s`. -/
theorem netForce_le_residual {H P : Matrix n n ℂ} (hH : H.IsHermitian) (hP : P.IsHermitian)
    {v : n → ℂ} (hv : vnorm v = 1) :
    ‖netForce H P v‖ ≤ 2 * vnorm (P *ᵥ v) * vnorm (shift H (rayleigh H v) *ᵥ v) ∧
      ∀ s : ℝ, vnorm (shift H (rayleigh H v) *ᵥ v) ≤ vnorm (shift H s *ᵥ v) := by
  constructor
  · have h := netForce_le_shift hH hP v 0 (rayleigh H v)
    have h0 : shift P 0 = P := by simp [shift]
    rwa [h0] at h
  · intro s
    have h := residual_sq hH hv s
    have h0 : 0 ≤ vnorm (shift H s *ᵥ v) := Real.sqrt_nonneg _
    exact (abs_le_of_sq_le_sq' (by nlinarith [sq_nonneg (rayleigh H v - s)]) h0).2
```

For a pure state and finite Hermitian matrices, the bound limits the violation of the force sum rule by a quantity that iterative eigensolvers can monitor, namely the residual norm, and it does so at first order in that norm. This bears on forces computed for displaced nuclei, as in finite-difference force constants, where an unconverged electronic state can leave a net force. Several things lie beyond the model. The momentum and Hamiltonian of the continuum are unbounded operators, and questions of domain are absent here. The commutator in `netForce` is that of the two matrices as given. If they are truncations of continuum operators to a finite basis, it differs in general from the truncation of the continuum commutator, so the part of the error that comes from an incomplete basis is not bounded by the residual within that basis. A self-consistent Hamiltonian, which depends on the state, enters only as one fixed matrix.

## Eigenstates carry no net force

If \(Hv=ev\) with \(e\) real, then \((H-e)v=0\), and the general bound with \(a=0\), \(b=e\) reads \(|F|\le0\). Hence \(F=0\) for any Hermitian \(P\). This is the force sum rule in matrix form. No normalisation is required, and the reality of \(e\) is a hypothesis of the statement, imposed by the type `e : ℝ`. The proof shows in `h0` that the residual is the zero vector and in `hz` that its norm is zero.

```lean
/-- For Hermitian `H`, `P`, the net force vanishes if `H v = e v` with real `e`. -/
theorem netForce_eq_zero {H P : Matrix n n ℂ} (hH : H.IsHermitian) (hP : P.IsHermitian)
    {v : n → ℂ} {e : ℝ} (he : H *ᵥ v = (e : ℂ) • v) : netForce H P v = 0 := by
  have h := netForce_le_shift hH hP v 0 e
  have h0 : shift H e *ᵥ v = 0 := by
    simp [shift, Matrix.sub_mulVec, Matrix.smul_mulVec, he]
  have hz : vnorm (0 : n → ℂ) = 0 := by simp [vnorm]
  rw [h0, hz, mul_zero] at h
  exact norm_le_zero_iff.mp h
```

## A two-level state that attains the bound

Take the index set `Fin 2`, with components labelled 0 and 1, and
\[
H=\sigma_z=\begin{pmatrix}1&0\\0&-1\end{pmatrix},\qquad P=\sigma_y=\begin{pmatrix}0&-i\\ i&0\end{pmatrix},\qquad v=(v_0,v_1)=\Big(\tfrac35,\tfrac45\Big).
\]
Here \(\sigma_y\) is simply a Hermitian matrix that fails to commute with \(H\), and it is not a discretised momentum.

```lean
/-- The Pauli matrix `σz`. -/
def sigmaZ : Matrix (Fin 2) (Fin 2) ℂ := !![1, 0; 0, -1]

/-- The Pauli matrix `σy`. -/
def sigmaY : Matrix (Fin 2) (Fin 2) ℂ := !![0, -Complex.I; Complex.I, 0]

/-- The two-level state with amplitudes `3/5` and `4/5`. -/
def trial : Fin 2 → ℂ := ![3 / 5, 4 / 5]
```

The state has \(\|v\|^2=\tfrac9{25}+\tfrac{16}{25}=1\). The matrices act as \(Hv=(\tfrac35,-\tfrac45)\) and \(Pv=(-\tfrac{4i}5,\tfrac{3i}5)\), so \(r=\tfrac9{25}-\tfrac{16}{25}=-\tfrac7{25}\) and \(\|Pv\|=1\). The bracket is
\[
\langle Pv,Hv\rangle=\tfrac{4i}5\cdot\tfrac35+\big(-\tfrac{3i}5\big)\big(-\tfrac45\big)=\tfrac{24i}{25},
\]
which gives \(F=\tfrac{48}{25}\). The residual is
\[
(H-r)v=\Big(\tfrac35+\tfrac7{25}\cdot\tfrac35,\;-\tfrac45+\tfrac7{25}\cdot\tfrac45\Big)=\Big(\tfrac{96}{125},-\tfrac{72}{125}\Big),
\]
with norm \(\tfrac{120}{125}=\tfrac{24}{25}\). Thus \(2\|Pv\|\|(H-r)v\|=\tfrac{48}{25}=|F|\). Both estimates in the general bound are sharp here because \((H-r)v=\tfrac{24}{25}\,i\,Pv\): the two vectors are parallel, and their bracket is purely imaginary.

The theorem lists the Hermiticity of both matrices, the unit norm, the value of \(r\), and the value \(48/25\) for each side. It records the modulus of \(F\) and not its sign. Since the common value is nonzero, the factor 2 cannot be replaced by a smaller constant that is valid for all Hermitian pairs and unit vectors. In the proof `eZ`, `eY` and `eR` are the three vectors computed above, `hr` is the Rayleigh quotient and `hi` the imaginary part \(24/25\), which `netForce_eq_im` doubles. The helper `hn` finds a norm without evaluating a square root, concluding \(\|u\|=c\) for a real \(c\ge0\) from \(\operatorname{Re}\langle u,u\rangle=c^2\). It is used with \(c=1\) for \(v\) and \(Pv\) and with \(c=24/25\) for the residual.

```lean
/-- For the Hermitian pair `H = σz`, `P = σy` and the unit vector `(3/5, 4/5)`, with
`r = -7/25`, both `|⟨v, -i[P,H] v⟩|` and `2 ‖P v‖ ‖(H - r) v‖` equal `48/25`. -/
theorem equality_witness :
    sigmaZ.IsHermitian ∧ sigmaY.IsHermitian ∧ vnorm trial = 1 ∧
      rayleigh sigmaZ trial = -7 / 25 ∧ ‖netForce sigmaZ sigmaY trial‖ = 48 / 25 ∧
      2 * vnorm (sigmaY *ᵥ trial) * vnorm (shift sigmaZ (rayleigh sigmaZ trial) *ᵥ trial)
        = 48 / 25 := by
  have hZ : sigmaZ.IsHermitian := by
    ext i j
    fin_cases i <;> fin_cases j <;> simp [sigmaZ, Matrix.conjTranspose_apply]
  have hY : sigmaY.IsHermitian := by
    ext i j
    fin_cases i <;> fin_cases j <;> simp [sigmaY, Matrix.conjTranspose_apply]
  have hn : ∀ (u : Fin 2 → ℂ) (c : ℝ), 0 ≤ c → (braket u u).re = c * c → vnorm u = c := by
    intro u c hc h
    rw [braket_self, Complex.ofReal_re, ← pow_two] at h
    exact (sq_eq_sq₀ (Real.sqrt_nonneg _) hc).mp h
  have eZ : sigmaZ *ᵥ trial = ![3 / 5, -(4 / 5)] := by
    ext i
    fin_cases i <;> simp [sigmaZ, trial, Matrix.mulVec, dotProduct, Fin.sum_univ_two]
  have eY : sigmaY *ᵥ trial = ![-(Complex.I * (4 / 5)), Complex.I * (3 / 5)] := by
    ext i
    fin_cases i <;> simp [sigmaY, trial, Matrix.mulVec, dotProduct, Fin.sum_univ_two]
  have eR : shift sigmaZ (-7 / 25) *ᵥ trial = ![96 / 125, -(72 / 125)] := by
    rw [shift, Matrix.sub_mulVec, Matrix.smul_mulVec, Matrix.one_mulVec, eZ]
    ext i
    fin_cases i <;> simp [trial] <;> norm_num
  have c3 : (starRingEnd ℂ) 3 = 3 := map_ofNat _ 3
  have c4 : (starRingEnd ℂ) 4 = 4 := map_ofNat _ 4
  have c5 : (starRingEnd ℂ) 5 = 5 := map_ofNat _ 5
  have c72 : (starRingEnd ℂ) 72 = 72 := map_ofNat _ 72
  have c96 : (starRingEnd ℂ) 96 = 96 := map_ofNat _ 96
  have c125 : (starRingEnd ℂ) 125 = 125 := map_ofNat _ 125
  have hr : rayleigh sigmaZ trial = -7 / 25 := by
    rw [rayleigh, eZ]
    simp [braket, dotProduct, Fin.sum_univ_two, trial, c3, c4, c5]
    norm_num
  have hi : (braket (sigmaY *ᵥ trial) (sigmaZ *ᵥ trial)).im = 24 / 25 := by
    rw [eY, eZ]
    simp [braket, dotProduct, Fin.sum_univ_two, c3, c4, c5]
    norm_num
  refine ⟨hZ, hY, hn _ _ zero_le_one ?_, hr, ?_, ?_⟩
  · simp [braket, dotProduct, Fin.sum_univ_two, trial, c3, c4, c5]
    norm_num
  · rw [netForce_eq_im hZ hY, hi, Complex.norm_real, Real.norm_eq_abs,
      abs_of_pos (by norm_num)]
    norm_num
  · rw [hr, eR, eY, hn _ 1 zero_le_one ?_, hn _ (24 / 25) (by norm_num) ?_]
    · norm_num
    all_goals
      simp [braket, dotProduct, Fin.sum_univ_two, c3, c4, c5, c72, c96, c125]
      norm_num

end

end SpuriousNetForce
```

```lean
#print axioms SpuriousNetForce.netForce_le_residual
-- 'SpuriousNetForce.netForce_le_residual' depends on axioms: [propext, Classical.choice, Quot.sound]
#print axioms SpuriousNetForce.netForce_eq_zero
-- 'SpuriousNetForce.netForce_eq_zero' depends on axioms: [propext, Classical.choice, Quot.sound]
```
